# The radial Dirac-Coulomb equations at E = −mc² reduce to a modified Bessel equation

Take ħ = c = m = 1 and an electron with angular quantum number κ = −1 in the potential −a/r, with a = √15/4. At E = −1, the upper edge of the negative continuum, its upper and lower radial components P and Q obey

P′ = P/r + aQ/r,  Q′ = −Q/r + (2 − a/r)P.

Let x = √(8ar) and try P = e^(−x)/√x. Since r d/dr = (x/2) d/dx,

rP′ = −(x/2 + 1/4)P,
r(rP′)′ = (x²/4 + 1/16)P = (2ar + κ² − a²)P.

Eliminating Q from the system gives the same equation, r(rP′)′ = (2ar + κ² − a²)P. In the variable x it is a modified Bessel equation, here of order 1/2. The same substitution works for every a > 0 and real κ.

## The two equations as Lean definitions

```lean
import Mathlib

open Set

namespace DiracCoulombThreshold
```

This loads the Mathlib library and opens a namespace for the names that follow.

```lean
/-- Radial Dirac equations in the Coulomb potential `-a/r` at energy `E`, with `ħ = c = m = 1`. -/
def RadialDirac (a κ E : ℝ) (P Q : ℝ → ℝ) : Prop :=
  ∀ r, 0 < r → HasDerivAt P (-κ * P r / r + (E + 1 + a / r) * Q r) r ∧
    HasDerivAt Q (κ * Q r / r - (E - 1 + a / r) * P r) r
```

`RadialDirac a κ E P Q` is the statement that, at every r > 0,

P′ = −κP/r + (E + 1 + a/r)Q,
Q′ = κQ/r − (E − 1 + a/r)P.

`HasDerivAt P d r` says that P is differentiable at r with derivative d. The coupling a stands for Zα, the nuclear charge times the fine-structure constant. Physical κ are nonzero integers, but any real κ is allowed. The nucleus is a point, and neither normalisation nor a boundary condition at r = 0 is imposed.

```lean
/-- `u` is twice differentiable on `x > 0` and solves the modified Bessel equation
with squared order `c`, which may be negative. -/
def ModifiedBessel (c : ℝ) (u : ℝ → ℝ) : Prop :=
  ∃ u₁ u₂ : ℝ → ℝ, ∀ x, 0 < x → HasDerivAt u (u₁ x) x ∧ HasDerivAt u₁ (u₂ x) x ∧
    x ^ 2 * u₂ x + x * u₁ x = (x ^ 2 + c) * u x
```

`ModifiedBessel c u` says that u has a first derivative u₁ and a second derivative u₂ on x > 0, with

x²u₂ + xu₁ = (x² + c)u.

The number c is the square of the order, so a negative c describes imaginary order without complex numbers.

## Eliminating the lower component

```lean
variable {a κ : ℝ} {P Q u : ℝ → ℝ}

/-- At `E = -1` the quantity `r P'` equals `a Q - κ P`, and its derivative is
`(κ² - a² + 2 a r) P / r`. -/
theorem euler_form (h : RadialDirac a κ (-1) P Q) {r : ℝ} (hr : 0 < r) :
    HasDerivAt P ((a * Q r - κ * P r) / r) r ∧
    HasDerivAt (fun s => a * Q s - κ * P s) ((κ ^ 2 - a ^ 2 + 2 * a * r) * P r / r) r := by
  obtain ⟨hP, hQ⟩ := h r hr
  exact ⟨hP.congr_deriv (by field_simp; ring),
    ((hQ.const_mul a).fun_sub (hP.const_mul κ)).congr_deriv (by field_simp; ring)⟩
```

Write W = aQ − κP. At E = −1 the first Dirac equation reads rP′ = W. Differentiating W and inserting both equations gives

W′ = aκQ/r + a(2 − a/r)P + κ²P/r − κaQ/r = (κ² − a² + 2ar)P/r.

The Q terms cancel. In Lean, `congr_deriv` replaces a derivative by an equal expression, and `field_simp` followed by `ring` checks the equality.

```lean
/-- The algebra behind the second Dirac equation after the substitution `S² = 8 a r`. -/
private theorem lower_algebra {r S p v w : ℝ} (ha : a ≠ 0) (hr : r ≠ 0)
    (hS : S ^ 2 = 8 * a * r)
    (he : S ^ 2 * w + S * v = (S ^ 2 + 4 * (κ ^ 2 - a ^ 2)) * p) :
    ((S / (2 * r) * v + S * (w * (S / (2 * r)))) / 2 + κ * (S * v / (2 * r))) / a
      = κ * ((S * v / 2 + κ * p) / a) / r - (-1 - 1 + a / r) * p := by
  have h1 : ((S / (2 * r) * v + S * (w * (S / (2 * r)))) / 2 + κ * (S * v / (2 * r))) / a
      = (S ^ 2 * w + S * v + 2 * κ * S * v) / (4 * a * r) := by ring
  rw [h1, he, hS]
  field_simp
  ring
```

This is the algebra needed for the second Dirac equation, with S for x, p for P, and v, w for u′, u″.

## From Bessel to Dirac and back

```lean
/-- A modified Bessel function of squared order `4(κ² - a²)`, taken at `√(8ar)`, is the upper
component of a Dirac-Coulomb solution at `E = -1`, with lower component `(r P' + κ P)/a`. -/
theorem dirac_of_bessel (ha : 0 < a) (hu : ModifiedBessel (4 * (κ ^ 2 - a ^ 2)) u)
    (hP : ∀ r, 0 < r → P r = u (Real.sqrt (8 * a * r)))
    (hQ : ∀ r, 0 < r → Q r = (r * deriv P r + κ * P r) / a) :
    RadialDirac a κ (-1) P Q := by
  obtain ⟨u₁, u₂, hu⟩ := hu
  have hx : ∀ r, 0 < r → 0 < Real.sqrt (8 * a * r) :=
    fun r hr => Real.sqrt_pos.2 (by positivity)
  have hs : ∀ r, 0 < r → HasDerivAt (fun s => Real.sqrt (8 * a * s))
      (Real.sqrt (8 * a * r) / (2 * r)) r := by
    intro r hr
    have h0 : HasDerivAt (fun s : ℝ => 8 * a * s) (8 * a) r :=
      ((hasDerivAt_id' r).const_mul (8 * a)).congr_deriv (by ring)
    have hsq := Real.sq_sqrt (show 0 ≤ 8 * a * r by positivity)
    have hp := hx r hr
    refine (h0.sqrt (by positivity)).congr_deriv ?_
    rw [div_eq_div_iff (by positivity) (by positivity)]
    linear_combination -2 * hsq
  -- chain rule for the upper component
  have hPd : ∀ r, 0 < r → HasDerivAt P
      (Real.sqrt (8 * a * r) * u₁ (Real.sqrt (8 * a * r)) / (2 * r)) r := by
    intro r hr
    have h1 := (hu _ (hx r hr)).1.comp r (hs r hr)
    refine (h1.congr_of_eventuallyEq ?_).congr_deriv (by ring)
    filter_upwards [Ioi_mem_nhds hr] with s hs' using hP s hs'
  have hQe : ∀ r, 0 < r → Q r =
      (Real.sqrt (8 * a * r) * u₁ (Real.sqrt (8 * a * r)) / 2 + κ * P r) / a := by
    intro r hr
    have e : ∀ X : ℝ, r * (X / (2 * r)) = X / 2 := fun X => by field_simp
    rw [hQ r hr, (hPd r hr).deriv, e]
  intro r hr
  have hm := (hs r hr).fun_mul ((hu _ (hx r hr)).2.1.comp r (hs r hr))
  have h2 := ((hm.div_const 2).fun_add ((hPd r hr).const_mul κ)).div_const a
  have h3 : HasDerivAt Q _ r := h2.congr_of_eventuallyEq (by
    filter_upwards [Ioi_mem_nhds hr] with s hs' using hQe s hs')
  have he := (hu _ (hx r hr)).2.2
  rw [← hP r hr] at he
  refine ⟨(hPd r hr).congr_deriv ?_, h3.congr_deriv ?_⟩
  · rw [hQe r hr]
    generalize Real.sqrt (8 * a * r) * u₁ (Real.sqrt (8 * a * r)) = X
    field_simp
    ring
  · rw [hQe r hr]
    exact lower_algebra ha.ne' hr.ne' (Real.sq_sqrt (by positivity)) he
```

If u solves the Bessel equation with c = 4(κ² − a²), then P(r) = u(√(8ar)) and Q = (rP′ + κP)/a solve the Dirac system at E = −1. By hand, dx/dr = x/(2r), so rP′ = xu′/2 and

r(rP′)′ = (x²u″ + xu′)/4 = (x²/4 + κ² − a²)u = (2ar + κ² − a²)P.

The first Dirac equation is the definition of Q rearranged. For the second,

aQ′ = (rP′)′ + κP′
  = (κ² − a² + 2ar)P/r + κ(aQ − κP)/r
  = κaQ/r + (2a − a²/r)P,

and division by a finishes it. In the proof, `hs` is dx/dr, `hPd` is the chain rule for P, and `hQe` rewrites Q through u′ so that it can be differentiated.

```lean
/-- The upper component of any Dirac-Coulomb solution at `E = -1`, written in the variable
`x = √(8ar)`, solves the modified Bessel equation of squared order `4(κ² - a²)`. -/
theorem bessel_of_dirac (ha : 0 < a) (h : RadialDirac a κ (-1) P Q) :
    ModifiedBessel (4 * (κ ^ 2 - a ^ 2)) (fun x => P (x ^ 2 / (8 * a))) := by
  refine ⟨fun x => 2 * (a * Q (x ^ 2 / (8 * a)) - κ * P (x ^ 2 / (8 * a))) / x,
    fun x => (x ^ 2 + 4 * (κ ^ 2 - a ^ 2)) * P (x ^ 2 / (8 * a)) / x ^ 2
      - 2 * (a * Q (x ^ 2 / (8 * a)) - κ * P (x ^ 2 / (8 * a))) / x ^ 2, fun x hx => ?_⟩
  have hr : 0 < x ^ 2 / (8 * a) := by positivity
  have e : ((2 : ℕ) : ℝ) * x ^ (2 - 1) = 2 * x := by norm_num
  have hq : HasDerivAt (fun y : ℝ => y ^ 2 / (8 * a)) (x / (4 * a)) x :=
    ((hasDerivAt_pow 2 x).div_const (8 * a)).congr_deriv (by rw [e]; ring)
  obtain ⟨hP, hW⟩ := euler_form h hr
  have h1 := hP.comp x hq
  have h2 := ((hW.comp x hq).const_mul 2).fun_div (hasDerivAt_id' x) hx.ne'
  refine ⟨h1.congr_deriv ?_, h2.congr_deriv ?_, ?_⟩ <;>
  · try simp only [Function.comp_apply]
    generalize P (x ^ 2 / (8 * a)) = p
    generalize Q (x ^ 2 / (8 * a)) = q
    field_simp
    ring
```

Conversely, start from a Dirac solution and set u(x) = P(x²/(8a)). Then u′ = 2W/x, and differentiating again with the formula for W′ gives

u″ = (x² + 4(κ² − a²))P/x² − 2W/x².

Multiplying by x² and adding xu′ = 2W leaves the Bessel equation. The proof supplies these two derivatives explicitly and verifies them.

```lean
/-- The Dirac-Coulomb system at `E = -1` is equivalent to the modified Bessel equation for the
upper component together with the formula `Q = (r P' + κ P)/a` for the lower one. -/
theorem dirac_iff_bessel (ha : 0 < a) : RadialDirac a κ (-1) P Q ↔
    ModifiedBessel (4 * (κ ^ 2 - a ^ 2)) (fun x => P (x ^ 2 / (8 * a))) ∧
    ∀ r, 0 < r → Q r = (r * deriv P r + κ * P r) / a := by
  constructor
  · refine fun h => ⟨bessel_of_dirac ha h, fun r hr => ?_⟩
    rw [(euler_form h hr).1.deriv]
    field_simp
    ring
  · refine fun h => dirac_of_bessel ha h.1 (fun r hr => ?_) h.2
    have e : Real.sqrt (8 * a * r) ^ 2 / (8 * a) = r := by
      rw [Real.sq_sqrt (by positivity)]
      field_simp
    simp only [e]
```

The two directions combine into an equivalence: (P, Q) solves the Dirac system at E = −1 exactly when P, as a function of x, solves the Bessel equation and Q is given by the stated formula. When a > |κ|, the squared order is negative.

## An order-1/2 solution in numbers

```lean
/-- For `κ = -1` and `a = √15/4` the function `exp(-x)/√x` solves the Bessel equation above. -/
theorem bessel_witness : ModifiedBessel (4 * ((-1) ^ 2 - (Real.sqrt 15 / 4) ^ 2))
    (fun x => Real.exp (-x) / Real.sqrt x) := by
  have hu : ∀ x : ℝ, 0 < x → HasDerivAt (fun y => Real.exp (-y) / Real.sqrt y)
      (-(1 + x⁻¹ / 2) * (Real.exp (-x) / Real.sqrt x)) x := by
    intro x hx
    have alg : ∀ e S y : ℝ, 0 < S → S ^ 2 = y →
        (e * (-1) * S - e * (1 / (2 * S))) / S ^ 2 = -(1 + y⁻¹ / 2) * (e / S) := by
      rintro e S _ hS rfl
      field_simp
      ring
    exact ((hasDerivAt_id' x).fun_neg.exp.fun_div (Real.hasDerivAt_sqrt hx.ne')
      (Real.sqrt_pos.2 hx).ne').congr_deriv
      (alg _ _ _ (Real.sqrt_pos.2 hx) (Real.sq_sqrt hx.le))
  refine ⟨fun x => -(1 + x⁻¹ / 2) * (Real.exp (-x) / Real.sqrt x),
    fun x => (1 / (2 * x ^ 2) + (1 + x⁻¹ / 2) ^ 2) * (Real.exp (-x) / Real.sqrt x),
    fun x hx => ⟨hu x hx, ?_, ?_⟩⟩
  · have hv := (((hasDerivAt_inv hx.ne').div_const 2).const_add 1).fun_neg
    exact (hv.fun_mul (hu x hx)).congr_deriv (by ring)
  · have h15 : Real.sqrt 15 ^ 2 = 15 := Real.sq_sqrt (by norm_num)
    rw [div_pow, h15]
    generalize Real.exp (-x) / Real.sqrt x = U
    field_simp
    ring
```

For the opening example, 4(κ² − a²) = 4(1 − 15/16) = 1/4, and e^(−x)/√x solves the corresponding equation. The proof uses u′ = −(1 + 1/(2x))u and differentiates once more.

The lower component is Q = −(2x + 5)u/√15. At x = 1 we have r = 1/(2√15) ≈ 0.129, P = e^(−1) ≈ 0.368 and Q = −7e^(−1)/√15 ≈ −0.665. The right side of the second Dirac equation is

−Q/r + (2 − a/r)P = (14 + 2 − 7.5)e^(−1) = 8.5e^(−1) ≈ 3.13,

and differentiating Q directly gives the same number. This P behaves as r^(−1/4) at the nucleus, the branch that the usual boundary condition rejects, so it is not a bound state of the ordinary point-nucleus atom.

## At large radius, two zeros force P to vanish between them

```lean
/-- A function with nonnegative slope on an interval does not decrease across it. -/
private theorem le_of_slope {f : ℝ → ℝ} {p q : ℝ} (hpq : p ≤ q)
    (h : ∀ x ∈ Icc p q, ∃ d, 0 ≤ d ∧ HasDerivAt f d x) : f p ≤ f q := by
  refine monotoneOn_of_deriv_nonneg (convex_Icc p q) (fun x hx => ?_) (fun x hx => ?_)
    (fun x hx => ?_) (left_mem_Icc.2 hpq) (right_mem_Icc.2 hpq) hpq
  · obtain ⟨d, _, hd⟩ := h x hx
    exact hd.continuousAt.continuousWithinAt
  · obtain ⟨d, _, hd⟩ := h x (interior_subset hx)
    exact hd.differentiableAt.differentiableWithinAt
  · obtain ⟨d, h0, hd⟩ := h x (interior_subset hx)
    rw [hd.deriv]
    exact h0
```

A function whose derivative is nonnegative throughout [p, q] satisfies f(p) ≤ f(q). Both remaining theorems use this.

```lean
/-- If `P` vanishes at two radii in the region `2 a r ≥ a² - κ²`, it vanishes everywhere
between them. -/
theorem no_two_nodes_outside (ha : 0 < a) (h : RadialDirac a κ (-1) P Q) {r₁ r₂ : ℝ}
    (h1 : 0 < r₁) (hout : a ^ 2 - κ ^ 2 ≤ 2 * a * r₁) (hz₁ : P r₁ = 0) (hz₂ : P r₂ = 0) :
    ∀ r ∈ Icc r₁ r₂, P r = 0 := by
  -- `r P' P` is nondecreasing and ends at zero
  have hF : ∀ s ∈ Icc r₁ r₂, (a * Q s - κ * P s) * P s ≤ 0 := by
    intro s hs
    have key := le_of_slope (f := fun t => (a * Q t - κ * P t) * P t) hs.2 (fun t ht => by
      have ht0 : 0 < t := h1.trans_le (hs.1.trans ht.1)
      have hk : 0 ≤ κ ^ 2 - a ^ 2 + 2 * a * t := by
        nlinarith [mul_le_mul_of_nonneg_left (hs.1.trans ht.1) ha.le]
      obtain ⟨hP, hW⟩ := euler_form h ht0
      exact ⟨((κ ^ 2 - a ^ 2 + 2 * a * t) * P t ^ 2 + (a * Q t - κ * P t) ^ 2) / t,
        div_nonneg (add_nonneg (mul_nonneg hk (sq_nonneg _)) (sq_nonneg _)) ht0.le,
        (hW.fun_mul hP).congr_deriv (by ring)⟩)
    simp only [hz₂, mul_zero] at key
    exact key
  -- hence `P²` cannot grow from its zero at `r₁`
  intro r hr
  have key := le_of_slope (f := fun t => -(P t * P t)) hr.1 (fun t ht => by
    have ht0 : 0 < t := h1.trans_le ht.1
    have hP := (euler_form h ht0).1
    exact ⟨2 * (-((a * Q t - κ * P t) * P t)) / t,
      div_nonneg (by linarith [hF t ⟨ht.1, ht.2.trans hr.2⟩]) ht0.le,
      (hP.fun_mul hP).fun_neg.congr_deriv (by ring)⟩)
  simp only [hz₁] at key
  exact mul_self_eq_zero.1 (le_antisymm (by linarith) (mul_self_nonneg _))
```

Suppose P(r₁) = P(r₂) = 0 with 2ar₁ ≥ a² − κ². From r₁ outwards,

(WP)′ = [(κ² − a² + 2ar)P² + W²]/r ≥ 0.

Since WP vanishes at r₂, it is nonpositive on the interval; this is `hF`. Then (P²)′ = 2WP/r ≤ 0, and P² starts from zero at r₁, so P = 0 throughout. If a ≤ |κ|, the condition on r₁ holds at every positive radius.

## Above a = |κ|, zeros pile up at the nucleus

```lean
/-- For `a > |κ|` the upper component of every solution at `E = -1` has zeros arbitrarily
close to the nucleus. -/
theorem nodes_accumulate (hcrit : |κ| < a) (h : RadialDirac a κ (-1) P Q) {ε : ℝ}
    (hε : 0 < ε) : ∃ r, 0 < r ∧ r < ε ∧ P r = 0 := by
  have ha : 0 < a := (abs_nonneg κ).trans_lt hcrit
  have hab := abs_lt.1 hcrit
  have hμ : 0 < a ^ 2 - κ ^ 2 := by
    nlinarith [mul_pos (sub_pos.2 hab.2) (show 0 < a + κ by linarith [hab.1])]
  obtain ⟨δ, hδ, hδ2⟩ : ∃ δ : ℝ, 0 < δ ∧ δ ^ 2 = (a ^ 2 - κ ^ 2) / 2 :=
    ⟨Real.sqrt _, Real.sqrt_pos.2 (by linarith), Real.sq_sqrt (by linarith)⟩
  obtain ⟨r₂, h2, h2ε, h2a⟩ : ∃ r₂ : ℝ, 0 < r₂ ∧ r₂ < ε ∧ r₂ * (4 * a) ≤ a ^ 2 - κ ^ 2 :=
    ⟨min (ε / 2) ((a ^ 2 - κ ^ 2) / (4 * a)),
      lt_min (by linarith) (div_pos hμ (by linarith)),
      (min_le_left _ _).trans_lt (by linarith),
      (le_div_iff₀ (by linarith)).1 (min_le_right _ _)⟩
  -- half a period of the comparison sine in `log r`
  obtain ⟨r₁, h1, h12, hθ1⟩ : ∃ r₁ : ℝ, 0 < r₁ ∧ r₁ < r₂ ∧
      δ * (Real.log r₁ - Real.log r₂) + Real.pi = 0 := by
    have hp : 0 < Real.pi / δ := div_pos Real.pi_pos hδ
    have he : Real.exp (-(Real.pi / δ)) < 1 := Real.exp_lt_one_iff.2 (by linarith)
    have hc : δ * (Real.pi / δ) = Real.pi := by field_simp
    refine ⟨r₂ * Real.exp (-(Real.pi / δ)), by positivity, by nlinarith, ?_⟩
    rw [Real.log_mul h2.ne' (Real.exp_ne_zero _), Real.log_exp]
    linear_combination -hc
  by_contra hno
  have hne : ∀ r, 0 < r → r < ε → P r ≠ 0 := fun r p q z => hno ⟨r, p, q, z⟩
  -- without nodes `P` keeps its sign
  have hsgn : ∀ t ∈ Icc r₁ r₂, 0 < P r₁ * P t := by
    intro t ht
    by_contra hc
    have hcont : ContinuousOn (fun s => P r₁ * P s) (Icc r₁ t) := fun s hs =>
      ((euler_form h (h1.trans_le hs.1)).1.const_mul (P r₁)).continuousAt.continuousWithinAt
    obtain ⟨s, hs, hs0⟩ := intermediate_value_Icc' ht.1 hcont
      (show (0 : ℝ) ∈ Icc _ _ from ⟨not_lt.1 hc, mul_self_nonneg _⟩)
    rcases mul_eq_zero.1 hs0 with h0 | h0
    · exact hne r₁ h1 (h12.trans h2ε) h0
    · exact hne s (h1.trans_le hs.1) ((hs.2.trans ht.2).trans_lt h2ε) h0
  -- the Wronskian with the sine is monotone, against its boundary values
  have key := le_of_slope (f := fun t => -P r₁ *
      ((a * Q t - κ * P t) * Real.sin (δ * (Real.log t - Real.log r₂) + Real.pi)
        - P t * (δ * Real.cos (δ * (Real.log t - Real.log r₂) + Real.pi)))) h12.le
    (fun t ht => by
      have ht0 : 0 < t := h1.trans_le ht.1
      obtain ⟨hP, hW⟩ := euler_form h ht0
      have hθ : HasDerivAt (fun s => δ * (Real.log s - Real.log r₂) + Real.pi) (δ / t) t :=
        ((((Real.hasDerivAt_log ht0.ne').sub_const _).const_mul δ).add_const _).congr_deriv
          (by ring)
      have hl1 := mul_le_mul_of_nonneg_left (Real.log_le_log h1 ht.1) hδ.le
      have hl2 := mul_le_mul_of_nonneg_left (Real.log_le_log ht0 ht.2) hδ.le
      have hsin : 0 ≤ Real.sin (δ * (Real.log t - Real.log r₂) + Real.pi) :=
        Real.sin_nonneg_of_nonneg_of_le_pi (by linarith) (by linarith)
      have hk : 0 ≤ a ^ 2 - κ ^ 2 - 2 * a * t - δ ^ 2 := by
        nlinarith [mul_le_mul_of_nonneg_left ht.2 ha.le]
      exact ⟨(a ^ 2 - κ ^ 2 - 2 * a * t - δ ^ 2) * (P r₁ * P t) *
          Real.sin (δ * (Real.log t - Real.log r₂) + Real.pi) / t,
        div_nonneg (mul_nonneg (mul_nonneg hk (hsgn t ht).le) hsin) ht0.le,
        (((hW.fun_mul hθ.sin).fun_sub (hP.fun_mul (hθ.cos.const_mul δ))).const_mul
          (-P r₁)).congr_deriv (by ring)⟩)
  simp only [hθ1, sub_self, mul_zero, zero_add, Real.sin_zero, Real.cos_zero,
    Real.sin_pi, Real.cos_pi] at key
  nlinarith [mul_pos hδ (hsgn r₁ ⟨le_rfl, h12.le⟩), mul_pos hδ (hsgn r₂ ⟨h12.le, le_rfl⟩)]

end DiracCoulombThreshold
```

For a > |κ|, every solution at E = −1 has a zero of P in (0, ε), however small ε > 0 is. The argument compares P with a sine in log r. Put δ² = (a² − κ²)/2 and choose r₂ < ε with 4ar₂ ≤ a² − κ². Let r₁ = r₂e^(−π/δ) and θ = δ(log r − log r₂) + π, which runs from 0 to π between r₁ and r₂. If P had no zero in (0, ε), it would keep one sign (`hsgn`), say P > 0. The Wronskian G = W sin θ − δP cos θ then satisfies

rG′ = −(a² − κ² − 2ar − δ²)P sin θ ≤ 0,

yet G(r₁) = −δP(r₁) < 0 < δP(r₂) = G(r₂), a contradiction. Lean multiplies G by −P(r₁), which treats both signs of P at once.

Without the hypothesis a > |κ| the conclusion can fail: in the opening example a = √15/4 < 1 = |κ|, and P = e^(−x)/√x has no zeros at all.

These results bear on the critical-charge problem, in which a bound level reaches E = −1, but they do not determine a critical charge. They treat one electron in the field of a point nucleus, whereas that problem is posed for a nucleus of finite size, whose potential differs from −a/r near r = 0.

```lean
#print axioms DiracCoulombThreshold.dirac_iff_bessel
-- 'DiracCoulombThreshold.dirac_iff_bessel' depends on axioms: [propext, Classical.choice, Quot.sound]
#print axioms DiracCoulombThreshold.no_two_nodes_outside
-- 'DiracCoulombThreshold.no_two_nodes_outside' depends on axioms: [propext, Classical.choice, Quot.sound]
#print axioms DiracCoulombThreshold.nodes_accumulate
-- 'DiracCoulombThreshold.nodes_accumulate' depends on axioms: [propext, Classical.choice, Quot.sound]
```
